# Subtracting the first-order energy makes the third-order form additive over noninteracting fragments

Take two noninteracting fragments, each with a unit unperturbed state ψ and a first-order state x orthogonal to it, and treat them as one system. The third-order form ⟨x,(V−e1)x⟩ of the pair is then the sum of the two fragment values. Here V is the perturbation and e1 = ⟨ψ,Vψ⟩ is the first-order energy. The bare form ⟨x,Vx⟩ is in general not additive, and part (f) finds its excess.

For a fixed linear perturbation in a finite basis, this says that a third-order energy computed from first-order states is size consistent. In density functional perturbation theory V also responds to the density, and the extra terms that this brings are absent here.

## Fragments and their union

States are complex vectors of coefficients in a finite orthonormal basis, and operators are matrices. The overlap ⟨a,b⟩, conjugate-linear in a, is written `star a ⬝ᵥ b`, and Vψ is `V *ᵥ psi`.

```lean
import Mathlib

open Matrix
open scoped Kronecker ComplexOrder

namespace ThirdOrderSizeConsistency

noncomputable section

variable {m n : Type*} [Fintype m] [DecidableEq m] [Fintype n] [DecidableEq n]
```

The product state a⊗b lives on pairs of basis labels and has components aᵢbⱼ.

```lean
/-- The product state `a ⊗ b` of two fragment states. -/
def prodState (a : m → ℂ) (b : n → ℂ) : m × n → ℂ := fun p => a p.1 * b p.2
```

A `Fragment` collects V, ψ and x. V need not be Hermitian until part (i).

```lean
/-- Data of a perturbed system: the perturbation `V`, the unperturbed state `psi`
and the first-order state `x`. -/
structure Fragment (m : Type*) where
  V : Matrix m m ℂ
  psi : m → ℂ
  x : m → ℂ
```

The two conditions on the states are ⟨ψ,ψ⟩ = 1 and ⟨ψ,x⟩ = 0. The second is intermediate normalisation: the correction x contains no admixture of ψ itself.

```lean
namespace Fragment

/-- The unperturbed state has unit norm and the first-order state is orthogonal to it. -/
structure Admissible (F : Fragment m) : Prop where
  unit : star F.psi ⬝ᵥ F.psi = 1
  orth : star F.psi ⬝ᵥ F.x = 0
```

Four numbers are attached to every fragment: e1, ‖x‖² = ⟨x,x⟩, the bare form and the third-order form. All have complex type in Lean, although ‖x‖² is always real.

```lean
/-- The first-order energy `e1 = ⟨psi, V psi⟩`. -/
def e1 (F : Fragment m) : ℂ := star F.psi ⬝ᵥ (F.V *ᵥ F.psi)

/-- The squared norm `⟨x, x⟩` of the first-order state. -/
def normSqX (F : Fragment m) : ℂ := star F.x ⬝ᵥ F.x

/-- The bare form `⟨x, V x⟩`. -/
def bare (F : Fragment m) : ℂ := star F.x ⬝ᵥ (F.V *ᵥ F.x)

/-- The third-order form `⟨x, (V - e1) x⟩`. -/
def third (F : Fragment m) : ℂ := star F.x ⬝ᵥ ((F.V - F.e1 • 1) *ᵥ F.x)
```

Fragments A and B are joined by

V = VA⊗1 + 1⊗VB,

ψ = ψA⊗ψB,

x = xA⊗ψB + ψA⊗xB.

In Lean this is `F.join G`, with F for A and G for B. The result is again a `Fragment`, so its e1 is computed from the joint V and ψ and is not postulated to be a sum. The product state is not antisymmetrised between the fragments, so exchange between them is left out.

The joint x is a definition. It is the physical choice: if ψA and ψB are eigenstates of HA and HB, and xA and xB solve the fragment first-order equations, then x solves the equation for H = HA⊗1 + 1⊗HB, a short check that the code does not contain.

```lean
/-- Two noninteracting fragments as one system: `V = VA ⊗ 1 + 1 ⊗ VB`, the product state
`psiA ⊗ psiB`, and the first-order state `xA ⊗ psiB + psiA ⊗ xB`. -/
def join (F : Fragment m) (G : Fragment n) : Fragment (m × n) where
  V := F.V ⊗ₖ (1 : Matrix n n ℂ) + (1 : Matrix m m ℂ) ⊗ₖ G.V
  psi := prodState F.psi G.psi
  x := prodState F.x G.psi + prodState F.psi G.x

end Fragment

open Fragment
```

## (a) Overlaps of product states

Show that the overlap of two product states factorises:

⟨a⊗b, c⊗d⟩ = ⟨a,c⟩⟨b,d⟩.

Write out the double sum and separate it, with * for complex conjugation:

Σᵢ Σⱼ (aᵢbⱼ)* cᵢdⱼ = (Σᵢ aᵢ* cᵢ)(Σⱼ bⱼ* dⱼ).

Lean turns both sides into double sums and compares them term by term; `ring` reorders the factors.

```lean
omit [DecidableEq m] [DecidableEq n] in
/-- The overlap of two product states is the product of the fragment overlaps. -/
theorem overlap_prodState (a c : m → ℂ) (b d : n → ℂ) :
    star (prodState a b) ⬝ᵥ prodState c d = (star a ⬝ᵥ c) * (star b ⬝ᵥ d) := by
  simp only [dotProduct, prodState, Pi.star_apply, star_mul', Fintype.sum_prod_type,
    Finset.sum_mul_sum]
  refine Finset.sum_congr rfl fun i _ => Finset.sum_congr rfl fun j _ => ?_
  ring
```

## (b) Product operators on product states

Show that a Kronecker product acts on each factor separately:

(A⊗B)(a⊗b) = (Aa)⊗(Bb).

The component with labels i, j is

Σₖ Σₗ AᵢₖBⱼₗ aₖbₗ = (Σₖ Aᵢₖaₖ)(Σₗ Bⱼₗbₗ).

The Lean proof fixes i and j with `ext` and then proceeds as in (a).

```lean
omit [DecidableEq m] [DecidableEq n] in
/-- A product operator acts on a product state factor by factor. -/
theorem kronecker_mulVec_prodState (A : Matrix m m ℂ) (B : Matrix n n ℂ)
    (a : m → ℂ) (b : n → ℂ) :
    (A ⊗ₖ B) *ᵥ prodState a b = prodState (A *ᵥ a) (B *ᵥ b) := by
  ext ⟨i, j⟩
  simp only [Matrix.mulVec, dotProduct, prodState, Matrix.kroneckerMap_apply,
    Fintype.sum_prod_type, Finset.sum_mul_sum]
  refine Finset.sum_congr rfl fun k _ => Finset.sum_congr rfl fun l _ => ?_
  ring
```

## (c) The third-order form in terms of the bare form

Show, for any fragment, that

⟨x,(V−e1)x⟩ = ⟨x,Vx⟩ − e1‖x‖².

Since (V−e1)x = Vx − e1x, linearity of the overlap in its second argument gives the result. In Lean the number e1 enters the operator as `F.e1 • 1`, a multiple of the identity matrix.

```lean
/-- The third-order form is the bare form minus `e1` times the squared norm of `x`. -/
theorem third_eq (F : Fragment m) : F.third = F.bare - F.e1 * F.normSqX := by
  simp only [third, bare, normSqX, Matrix.sub_mulVec, Matrix.smul_mulVec,
    Matrix.one_mulVec, dotProduct_sub, dotProduct_smul, smul_eq_mul]
```

## (d) First-order energies

Show that the first-order energy of the pair is

e1 = e1A + e1B.

By (b), Vψ = VAψA⊗ψB + ψA⊗VBψB. Taking the overlap with ψA⊗ψB and using (a),

e1 = ⟨ψA,VAψA⟩⟨ψB,ψB⟩ + ⟨ψA,ψA⟩⟨ψB,VBψB⟩.

Both norms are 1. The single `simp only` call makes these substitutions.

```lean
/-- First-order energies of noninteracting fragments with unit unperturbed states add. -/
theorem e1_join {F : Fragment m} {G : Fragment n} (hF : F.Admissible) (hG : G.Admissible) :
    (F.join G).e1 = F.e1 + G.e1 := by
  simp only [e1, join, Matrix.add_mulVec, kronecker_mulVec_prodState, Matrix.one_mulVec,
    dotProduct_add, overlap_prodState, hF.unit, hG.unit, mul_one, one_mul]
```

## (e) Norms of the first-order states

Show that

‖x‖² = ‖xA‖² + ‖xB‖².

Expanding ⟨x,x⟩ gives four terms:

⟨x,x⟩ = ‖xA‖²⟨ψB,ψB⟩ + ⟨xA,ψA⟩⟨ψB,xB⟩ + ⟨ψA,xA⟩⟨xB,ψB⟩ + ⟨ψA,ψA⟩‖xB‖².

The middle two vanish by orthogonality on A, and the unit norms leave the claim. The hypothesis supplies ⟨ψA,xA⟩ = 0; its conjugate ⟨xA,ψA⟩ = 0 is `hF'`.

```lean
/-- For unit unperturbed states and first-order states orthogonal to them, the squared norms
of the first-order states add. -/
theorem normSqX_join {F : Fragment m} {G : Fragment n}
    (hF : F.Admissible) (hG : G.Admissible) :
    (F.join G).normSqX = F.normSqX + G.normSqX := by
  have hF' : star F.x ⬝ᵥ F.psi = 0 := by rw [Matrix.star_dotProduct, hF.orth, star_zero]
  simp only [normSqX, join, star_add, add_dotProduct, dotProduct_add, overlap_prodState,
    hF.unit, hG.unit, hF.orth, hF']
  ring
```

## (f) The excess of the bare form

Show that

⟨x,Vx⟩ = ⟨xA,VAxA⟩ + ⟨xB,VBxB⟩ + e1B‖xA‖² + e1A‖xB‖².

By (b), Vx has four terms:

Vx = VAxA⊗ψB + xA⊗VBψB + VAψA⊗xB + ψA⊗VBxB.

Take the overlap with xA⊗ψB. The first two terms give

⟨xA,VAxA⟩ + e1B‖xA‖²,

and the last two vanish because they contain ⟨ψB,xB⟩ and ⟨xA,ψA⟩. Now take the overlap with ψA⊗xB. The first two terms vanish because they contain ⟨xB,ψB⟩ and ⟨ψA,xA⟩, and the last two give

e1A‖xB‖² + ⟨xB,VBxB⟩.

The excess arises because one fragment is in its first-order state while the perturbation acts on the other, which is still in its unperturbed state. Lean performs the same expansion in one `simp only`, and `ring` collects the survivors.

```lean
/-- For unit unperturbed states and first-order states orthogonal to them, the bare form
`⟨x, V x⟩` exceeds the sum of its fragment values by `e1B ‖xA‖² + e1A ‖xB‖²`. -/
theorem bare_join {F : Fragment m} {G : Fragment n}
    (hF : F.Admissible) (hG : G.Admissible) :
    (F.join G).bare = F.bare + G.bare + (G.e1 * F.normSqX + F.e1 * G.normSqX) := by
  have hF' : star F.x ⬝ᵥ F.psi = 0 := by rw [Matrix.star_dotProduct, hF.orth, star_zero]
  have hG' : star G.x ⬝ᵥ G.psi = 0 := by rw [Matrix.star_dotProduct, hG.orth, star_zero]
  -- expand into fragment overlaps; orthogonality removes the cross terms
  simp only [bare, e1, normSqX, join, Matrix.add_mulVec, Matrix.mulVec_add,
    kronecker_mulVec_prodState, Matrix.one_mulVec, star_add, add_dotProduct, dotProduct_add,
    overlap_prodState, hF.unit, hG.unit, hF.orth, hG.orth, hF', hG']
  ring
```

## (g) Additivity of the third-order form

Show that

⟨x,(V−e1)x⟩ = ⟨xA,(VA−e1A)xA⟩ + ⟨xB,(VB−e1B)xB⟩.

By (c), e1‖x‖² has to be subtracted from the bare form. By (d) and (e) this is

(e1A+e1B)(‖xA‖²+‖xB‖²) = e1A‖xA‖² + e1B‖xB‖² + e1B‖xA‖² + e1A‖xB‖².

The last two terms cancel the excess found in (f). The first two turn each fragment's bare form into its third-order form, again by (c). The Lean proof rewrites with these four results and finishes with `ring`.

```lean
/-- Size consistency at third order: for unit unperturbed states and first-order states
orthogonal to them, `⟨x, (V - e1) x⟩` is the sum of its fragment values. -/
theorem third_join {F : Fragment m} {G : Fragment n}
    (hF : F.Admissible) (hG : G.Admissible) :
    (F.join G).third = F.third + G.third := by
  -- the excess of the bare form is cancelled by the cross terms of `e1 ‖x‖²`
  rw [third_eq, third_eq, third_eq, bare_join hF hG, e1_join hF hG, normSqX_join hF hG]
  ring
```

## (h) Two identical fragments

For two copies of one fragment, show that the bare form doubles only in special cases:

⟨x,Vx⟩ of the pair = 2⟨xA,VAxA⟩ if and only if e1A = 0 or xA = 0.

With B = A, the excess in (f) is 2e1A‖xA‖². It vanishes exactly when e1A = 0 or ‖xA‖² = 0, and the latter means xA = 0. In Lean, `hx` is this last equivalence, and the two `linear_combination` steps divide and multiply by 2.

```lean
/-- For two copies of a fragment with unit unperturbed state and first-order state orthogonal
to it, the bare form doubles exactly when `e1` or the first-order state vanishes. -/
theorem bare_dimer_iff {F : Fragment m} (hF : F.Admissible) :
    (F.join F).bare = 2 * F.bare ↔ F.e1 = 0 ∨ F.x = 0 := by
  have hx : F.normSqX = 0 ↔ F.x = 0 := dotProduct_star_self_eq_zero
  rw [bare_join hF hF, ← hx, ← mul_eq_zero]
  constructor
  · intro h
    linear_combination h / 2
  · intro h
    linear_combination 2 * h
```

## (i) The link to the third-order energy

Let H be the unperturbed Hamiltonian of one system, E0 its unperturbed energy, e2 the second-order energy and y the second-order state. Let H and V be Hermitian, let x and y be orthogonal to ψ, and let the perturbation equations hold:

(H−E0)x = −(V−e1)ψ,

(H−E0)y = e2ψ − (V−e1)x.

Show that the usual third-order energy expression ⟨ψ,Vy⟩ needs only the first-order state:

⟨ψ,Vy⟩ = ⟨x,(V−e1)x⟩.

Since ⟨ψ,y⟩ = 0, e1 may be subtracted from V. It is real because V is Hermitian, so V−e1 can be moved to the left:

⟨ψ,Vy⟩ = ⟨ψ,(V−e1)y⟩ = ⟨(V−e1)ψ,y⟩.

The first equation, followed by Hermiticity of H−E0, gives

⟨(V−e1)ψ,y⟩ = −⟨(H−E0)x,y⟩ = −⟨x,(H−E0)y⟩.

Now insert the second equation. The e2 term vanishes because ⟨x,ψ⟩ = 0, and ⟨x,(V−e1)x⟩ remains.

The `calc` chain follows these lines. `move` transfers a Hermitian matrix across the overlap, and `shift` shows that subtracting a real multiple of the identity keeps it Hermitian. The theorem takes the perturbation equations as hypotheses; it does not derive them from an expansion of the eigenvalue.

```lean
/-- Let `H` and `V` be Hermitian, let `x` and `y` solve the first- and second-order
perturbation equations, and let both be orthogonal to `psi`. Then `⟨psi, V y⟩` equals the
third-order form `⟨x, (V - e1) x⟩`, which needs only the first-order state. -/
theorem third_order_energy {F : Fragment m} {H : Matrix m m ℂ} {E0 : ℝ} {e2 : ℂ} {y : m → ℂ}
    (hH : H.IsHermitian) (hV : F.V.IsHermitian)
    (hx : star F.psi ⬝ᵥ F.x = 0) (hy : star F.psi ⬝ᵥ y = 0)
    (h1 : (H - (E0 : ℂ) • 1) *ᵥ F.x = -((F.V - F.e1 • 1) *ᵥ F.psi))
    (h2 : (H - (E0 : ℂ) • 1) *ᵥ y = e2 • F.psi - (F.V - F.e1 • 1) *ᵥ F.x) :
    star F.psi ⬝ᵥ (F.V *ᵥ y) = F.third := by
  have hx' : star F.x ⬝ᵥ F.psi = 0 := by rw [Matrix.star_dotProduct, hx, star_zero]
  -- a Hermitian matrix may be moved to the other side of an overlap
  have move : ∀ {M : Matrix m m ℂ}, M.IsHermitian → ∀ a b : m → ℂ,
      star a ⬝ᵥ (M *ᵥ b) = star (M *ᵥ a) ⬝ᵥ b := by
    intro M hM a b
    rw [Matrix.star_mulVec, hM.eq, Matrix.dotProduct_mulVec]
  have shift : ∀ {M : Matrix m m ℂ} {c : ℂ}, M.IsHermitian → star c = c →
      (M - c • (1 : Matrix m m ℂ)).IsHermitian := by
    intro M c hM hc
    rw [Matrix.IsHermitian, Matrix.conjTranspose_sub, Matrix.conjTranspose_smul,
      Matrix.conjTranspose_one, hM.eq, hc]
  have he : star F.e1 = F.e1 := by
    rw [e1, ← Matrix.star_dotProduct, move hV]
  have hE : star (E0 : ℂ) = (E0 : ℂ) := Complex.conj_ofReal E0
  calc star F.psi ⬝ᵥ (F.V *ᵥ y)
      = star F.psi ⬝ᵥ ((F.V - F.e1 • 1) *ᵥ y) := by
        rw [Matrix.sub_mulVec, Matrix.smul_mulVec, Matrix.one_mulVec, dotProduct_sub,
          dotProduct_smul, hy, smul_zero, sub_zero]
    _ = star ((F.V - F.e1 • 1) *ᵥ F.psi) ⬝ᵥ y := move (shift hV he) _ _
    _ = -(star ((H - (E0 : ℂ) • 1) *ᵥ F.x) ⬝ᵥ y) := by
        rw [h1, star_neg, neg_dotProduct, neg_neg]
    _ = -(star F.x ⬝ᵥ ((H - (E0 : ℂ) • 1) *ᵥ y)) := by rw [move (shift hH hE)]
    _ = F.third := by
        rw [h2, dotProduct_sub, dotProduct_smul, hx', smul_zero, zero_sub, neg_neg, third]
```

## (j) A two-level system

Take the real symmetric perturbation with rows (1, 1) and (1, 0), and the states ψ = (1, 0) and x = (0, −1).

```lean
/-- A two-level system with perturbation `!![1, 1; 1, 0]`, unperturbed state `(1, 0)` and
first-order state `(0, -1)`. -/
def twoLevel : Fragment (Fin 2) := ⟨!![1, 1; 1, 0], ![1, 0], ![0, -1]⟩
```

The unperturbed Hamiltonian is diagonal, with energies 0 and 1.

```lean
/-- The unperturbed two-level Hamiltonian with energies `0` and `1`. -/
def twoLevelH : Matrix (Fin 2) (Fin 2) ℂ := !![0, 0; 0, 1]
```

Show that, with E0 = 0, e2 = −1 and y = (0, −1), this system satisfies every hypothesis used above, and that

e1 = 1 and ⟨x,(V−e1)x⟩ = −1.

The norm and orthogonality conditions can be read off, and e1 is the upper left entry of V. Next,

(V−1)ψ = (0, 1) and Hx = (0, −1),

so the first-order equation holds. For the second-order equation,

(V−1)x = (−1, 1),

e2ψ − (V−1)x = (−1, 0) − (−1, 1) = (0, −1) = Hy.

Finally, the overlap of x = (0, −1) with (−1, 1) is −1. Lean establishes e1 = 1 first and then checks the remaining statements component by component.

```lean
/-- The two-level system, with `E0 = 0`, `e2 = -1` and second-order state `(0, -1)`, meets all
hypotheses above; its first-order energy is `1` and its third-order form is `-1`. -/
theorem twoLevel_witness :
    twoLevel.Admissible ∧ twoLevelH.IsHermitian ∧ twoLevel.V.IsHermitian ∧
    star twoLevel.psi ⬝ᵥ ![0, -1] = 0 ∧
    (twoLevelH - ((0 : ℝ) : ℂ) • 1) *ᵥ twoLevel.x
      = -((twoLevel.V - twoLevel.e1 • 1) *ᵥ twoLevel.psi) ∧
    (twoLevelH - ((0 : ℝ) : ℂ) • 1) *ᵥ ![0, -1]
      = (-1 : ℂ) • twoLevel.psi - (twoLevel.V - twoLevel.e1 • 1) *ᵥ twoLevel.x ∧
    twoLevel.e1 = 1 ∧ twoLevel.third = -1 := by
  have he : twoLevel.e1 = 1 := by
    simp [e1, twoLevel, Matrix.mulVec, dotProduct, Fin.sum_univ_two]
  refine ⟨⟨?_, ?_⟩, ?_, ?_, ?_, ?_, ?_, he, ?_⟩
  · simp [twoLevel, dotProduct, Fin.sum_univ_two]
  · simp [twoLevel, dotProduct, Fin.sum_univ_two]
  · refine Matrix.IsHermitian.ext fun i j => ?_
    fin_cases i <;> fin_cases j <;> simp [twoLevelH]
  · refine Matrix.IsHermitian.ext fun i j => ?_
    fin_cases i <;> fin_cases j <;> simp [twoLevel]
  · simp [twoLevel, dotProduct, Fin.sum_univ_two]
  · rw [he]
    ext i
    fin_cases i <;> simp [twoLevel, twoLevelH, Matrix.mulVec, dotProduct, Fin.sum_univ_two]
  · rw [he]
    ext i
    fin_cases i <;> simp [twoLevel, twoLevelH, Matrix.mulVec, dotProduct, Fin.sum_univ_two]
  · rw [third, he]
    simp [twoLevel, Matrix.mulVec, dotProduct, Fin.sum_univ_two]

end

end ThirdOrderSizeConsistency
```

```lean
#print axioms ThirdOrderSizeConsistency.third_join
-- 'ThirdOrderSizeConsistency.third_join' depends on axioms: [propext, Classical.choice, Quot.sound]
#print axioms ThirdOrderSizeConsistency.bare_dimer_iff
-- 'ThirdOrderSizeConsistency.bare_dimer_iff' depends on axioms: [propext, Classical.choice, Quot.sound]
#print axioms ThirdOrderSizeConsistency.third_order_energy
-- 'ThirdOrderSizeConsistency.third_order_energy' depends on axioms: [propext, Classical.choice, Quot.sound]
```
